# Six radial orbitals on an octahedron: levels $a+4b+c$, $a-c$ (threefold) and $a-2b+c$ (twofold)

In an octahedral cluster such as $\mathrm{B_6H_6^{2-}}$, each boron atom has one orbital pointing at the centre of the cage. Wade's rules count the bonding orbitals of the whole skeleton, and part of that count concerns these six radial orbitals: how do they combine, and how many of the combinations lie low in energy?

Take one orbital per vertex, all with the same phase towards the centre, and treat them as an orthonormal basis. Let $a$ be the on-site energy, $b$ the coupling between adjacent vertices and $c$ the coupling between opposite vertices, all real. The one-electron Hamiltonian is then a $6\times6$ matrix whose entries are all $a$, $b$ or $c$. Its levels carry the usual labels $a_{1g}$, $t_{1u}$ and $e_g$.

```lean
import Mathlib

open Matrix Polynomial

namespace OctahedralRadialOrbitals

noncomputable section
```

The file loads the mathematical library Mathlib and makes its notation for matrices and polynomials available.

## Sites, inversion and the Hamiltonian

```lean
/-- The six vertices of an octahedron: `inl k` is the positive end and `inr k` the negative end
of axis `k`. Inversion through the centre is `Sum.swap`. -/
abbrev Site := Fin 3 ⊕ Fin 3
```

`Fin 3` is the set $\{0,1,2\}$, here the three axes. The symbol `⊕` joins two separate copies of it, so a site is either `inl k`, the positive end of axis $k$, or `inr k`, the negative end. `Sum.swap` exchanges the copies, which is inversion through the centre. Below, $\bar i$ denotes the site opposite to $i$, written `i.swap` in Lean.

```lean
/-- The Hamiltonian of six radial orbitals with on-site energy `a`, coupling `b` between adjacent
vertices and coupling `c` between opposite vertices. -/
def hamiltonian (a b c : ℝ) : Matrix Site Site ℝ :=
  Matrix.of fun i j => if i = j then a else if j = i.swap then c else b
```

This defines the matrix entry by entry:

$$H_{ij}=\begin{cases}a & j=i\\ c & j=\bar i\\ b & \text{otherwise.}\end{cases}$$

Each vertex has one opposite and four adjacent vertices, so a row contains $a$ once, $c$ once and $b$ four times. The geometry enters only through this pattern. The numbers $a,b,c$ are parameters, not integrals computed from orbitals, and tangential orbitals, overlap and electron repulsion are absent.

```lean
/-- The 3 × 3 matrix with `d` on the diagonal and `b` everywhere else. -/
def uniformBlock (d b : ℝ) : Matrix (Fin 3) (Fin 3) ℝ :=
  Matrix.of fun i j => if i = j then d else b
```

`uniformBlock d b` is the $3\times3$ matrix with $d$ on the diagonal and $b$ elsewhere.

```lean
/-- Sorted by positive and negative ends of the axes, the Hamiltonian has two equal diagonal
blocks and two equal off-diagonal blocks. -/
theorem hamiltonian_blocks (a b c : ℝ) :
    hamiltonian a b c = fromBlocks (uniformBlock a b) (uniformBlock c b)
      (uniformBlock c b) (uniformBlock a b) := by
  ext i j
  rcases i with i | i <;> rcases j with j | j <;> fin_cases i <;> fin_cases j <;>
    simp [hamiltonian, uniformBlock]
```

List the three positive ends first and the three negative ends second. Two positive ends are the same site (entry $a$) or adjacent (entry $b$). A positive and a negative end are opposite if they share an axis (entry $c$) and adjacent otherwise (entry $b$). Hence

$$H=\begin{pmatrix}A&B\\B&A\end{pmatrix},\qquad A=\begin{pmatrix}a&b&b\\b&a&b\\b&b&a\end{pmatrix},\quad B=\begin{pmatrix}c&b&b\\b&c&b\\b&b&c\end{pmatrix}.$$

The proof compares entries: `ext i j` reduces equality of matrices to equality of entries, `rcases` and `fin_cases` run through all 36 of them, and `simp` evaluates each one.

## Inversion splits the characteristic polynomial

```lean
/-- For a Hamiltonian symmetric under exchange of two halves, the characteristic polynomial is the
product of those of the even block `A + B` and the odd block `A - B`. -/
theorem charpoly_even_odd {n : Type*} [Fintype n] [DecidableEq n] (A B : Matrix n n ℝ) :
    (fromBlocks A B B A).charpoly = (A + B).charpoly * (A - B).charpoly := by
  let U : Matrix (n ⊕ n) (n ⊕ n) ℝ := fromBlocks 1 0 1 1
  let V : Matrix (n ⊕ n) (n ⊕ n) ℝ := fromBlocks 1 0 (-1) 1
  have hU : U * V = 1 := by
    simp [U, V, fromBlocks_multiply]
  -- the change of basis makes the matrix block triangular
  have hT : V * (fromBlocks A B B A * U) = fromBlocks (A + B) B 0 (A - B) := by
    simp only [U, V]
    rw [fromBlocks_multiply, fromBlocks_multiply]
    congr 1 <;>
      simp only [Matrix.one_mul, Matrix.mul_one, Matrix.zero_mul, Matrix.mul_zero,
        Matrix.neg_mul, zero_add, add_zero] <;> abel
  calc (fromBlocks A B B A).charpoly = ((fromBlocks A B B A * U) * V).charpoly := by
        rw [Matrix.mul_assoc, hU, Matrix.mul_one]
    _ = (V * (fromBlocks A B B A * U)).charpoly := Matrix.charpoly_mul_comm _ _
    _ = _ := by rw [hT, Matrix.charpoly_fromBlocks_zero₂₁]
```

This theorem holds for square real blocks $A$ and $B$ of any finite size. The characteristic polynomial of $M$ is $\det(X\mathbf 1-M)$, called `charpoly` in Lean. Set

$$U=\begin{pmatrix}1&0\\1&1\end{pmatrix},\qquad V=\begin{pmatrix}1&0\\-1&1\end{pmatrix},\qquad UV=1.$$

Multiplying out in two steps gives

$$HU=\begin{pmatrix}A+B&B\\A+B&A\end{pmatrix},\qquad VHU=\begin{pmatrix}A+B&B\\0&A-B\end{pmatrix}.$$

The result is block triangular, so its characteristic polynomial is the product of those of $A+B$ and $A-B$. Since $V=U^{-1}$, it is also the characteristic polynomial of $H$.

In Lean, `hU` is the identity $UV=1$ and `hT` is the triangular form. The `calc` chain inserts $UV$ after $H$, moves $V$ to the front because $MN$ and $NM$ have the same characteristic polynomial for square matrices, and then reads off the two diagonal blocks.

One can also use the orthonormal combinations $(\varphi_k\pm\varphi_{\bar k})/\sqrt2$ of the orbitals at the two ends of an axis. The transformed Hamiltonian then stays symmetric and is fully block diagonal, with blocks $A+B$ and $A-B$, so two $3\times3$ problems replace one $6\times6$ problem. The simpler $U$ is not orthogonal and leaves a block $B$ in the corner, which does not affect the determinant.

```lean
/-- The characteristic polynomial of the octahedral Hamiltonian has the root `a + 4b + c` once,
`a - c` three times and `a - 2b + c` twice, as factors. -/
theorem hamiltonian_charpoly (a b c : ℝ) :
    (hamiltonian a b c).charpoly =
      (X - C (a + 4 * b + c)) * (X - C (a - c)) ^ 3 * (X - C (a - 2 * b + c)) ^ 2 := by
  have hE : (uniformBlock a b + uniformBlock c b).charpoly =
      (X - C (a + 4 * b + c)) * (X - C (a - 2 * b + c)) ^ 2 := by
    rw [Matrix.charpoly, Matrix.det_fin_three]
    simp [uniformBlock, map_ofNat]
    ring
  have hO : (uniformBlock a b - uniformBlock c b).charpoly = (X - C (a - c)) ^ 3 := by
    rw [Matrix.charpoly, Matrix.det_fin_three]
    simp [uniformBlock]
    ring
  rw [hamiltonian_blocks, charpoly_even_odd, hE, hO]
  ring
```

In the statement, `X` is the polynomial variable and `C` turns a real number into a constant polynomial. In ordinary notation,

$$\det(X\mathbf 1-H)=(X-a-4b-c)\,(X-a+c)^3\,(X-a+2b-c)^2 .$$

For the even block, $A+B$ has $a+c$ on the diagonal and $2b$ elsewhere. With $p=X-a-c$,

$$\det\begin{pmatrix}p&-2b&-2b\\-2b&p&-2b\\-2b&-2b&p\end{pmatrix}=p^3-12b^2p-16b^3=(p-4b)(p+2b)^2 .$$

This gives $a+4b+c$ once and $a-2b+c$ twice. In the odd block the couplings $b$ cancel, so $A-B=(a-c)\mathbf 1$ and the determinant is $(X-a+c)^3$.

These are `hE` and `hO` in the proof. Each expands a $3\times3$ determinant with `Matrix.det_fin_three` and leaves the algebra to `ring`, which proves polynomial identities. The theorem has no hypotheses on $a,b,c$; if two of the levels coincide, their multiplicities add.

## The amplitudes belonging to each level

```lean
/-- The Hamiltonian acts on an amplitude vector through the amplitude at the site, the amplitude
at the opposite site and the total amplitude. -/
theorem hamiltonian_mulVec (a b c : ℝ) (v : Site → ℝ) (i : Site) :
    (hamiltonian a b c *ᵥ v) i = (a - b) * v i + (c - b) * v i.swap + b * ∑ j, v j := by
  rcases i with i | i <;> fin_cases i <;>
    simp [hamiltonian, Matrix.mulVec, dotProduct, Fintype.sum_sum_type, Fin.sum_univ_three] <;>
    ring
```

An orbital of the cluster is given by its six amplitudes $v_i$, in Lean a function `v : Site → ℝ`, and `*ᵥ` applies a matrix to it. With total amplitude $S=\sum_j v_j$, the four neighbours of $i$ contribute $b(S-v_i-v_{\bar i})$, so

$$(Hv)_i=a\,v_i+c\,v_{\bar i}+b\,(S-v_i-v_{\bar i})=(a-b)\,v_i+(c-b)\,v_{\bar i}+b\,S .$$

Lean checks this formula at each of the six sites.

```lean
/-- The total amplitude written out over the six vertices. -/
private theorem total_amplitude (v : Site → ℝ) :
    ∑ j, v j = v (.inl 0) + v (.inl 1) + v (.inl 2)
      + (v (.inr 0) + v (.inr 1) + v (.inr 2)) := by
  simp only [Fintype.sum_sum_type, Fin.sum_univ_three]
```

This helper writes $S$ as a sum of six named terms.

```lean
/-- The eigenvalue equation written site by site. -/
private theorem eigen_iff (a b c E : ℝ) (v : Site → ℝ) :
    hamiltonian a b c *ᵥ v = E • v ↔
      ∀ i, (a - b) * v i + (c - b) * v i.swap + b * ∑ j, v j = E * v i := by
  simp only [funext_iff, hamiltonian_mulVec, Pi.smul_apply, smul_eq_mul]
```

The equation $Hv=Ev$ holds exactly when, at every site,

$$(a-b)v_i+(c-b)v_{\bar i}+bS=E\,v_i .$$

The symbol `•` is multiplication of a vector by a number. The next three theorems solve these equations at the three energies. Their solution sets include $v=0$; the eigenvectors are the nonzero members.

```lean
/-- The a1g level: if `b ≠ 0` and `c + 2b ≠ 0`, the solutions at energy `a + 4b + c` are exactly
the vectors with equal amplitude on all six vertices. -/
theorem a1g_iff (a b c : ℝ) (hb : b ≠ 0) (hcb : c + 2 * b ≠ 0) (v : Site → ℝ) :
    hamiltonian a b c *ᵥ v = (a + 4 * b + c) • v ↔ ∀ i j, v i = v j := by
  rw [eigen_iff]
  constructor
  · intro e
    -- the odd part vanishes
    have sw : ∀ i, v i.swap = v i := by
      intro i
      have e' := e i.swap
      rw [Sum.swap_swap] at e'
      exact mul_left_cancel₀ hcb (by linear_combination (e i - e') / 2)
    have k : ∀ i, b * (6 * v i) = b * ∑ j, v j := by
      intro i
      linear_combination -(e i) + (c - b) * sw i
    intro i j
    exact mul_left_cancel₀ hb (by linear_combination (k i - k j) / 6)
  · intro h i
    have hS : ∑ j, v j = 6 * v i := by
      linear_combination total_amplitude v + h (.inl 0) i + h (.inl 1) i + h (.inl 2) i
        + h (.inr 0) i + h (.inr 1) i + h (.inr 2) i
    linear_combination (c - b) * h i.swap i + b * hS
```

At $E=a+4b+c$ the site equation is $(c-b)v_{\bar i}+bS=(5b+c)v_i$. Subtracting the equation at $\bar i$ from the one at $i$ gives

$$2(c+2b)(v_i-v_{\bar i})=0 ,$$

so $v_{\bar i}=v_i$ when $c+2b\neq0$. What remains is $6b\,v_i=bS$, and for $b\ne0$ every amplitude equals $S/6$. Conversely, equal amplitudes give $S=6v_i$ and satisfy the equation. The normalised orbital has amplitude $1/\sqrt6$ on each vertex.

In the proof, `sw` is the equality of opposite amplitudes and `k` is the remaining equation. The tactic `linear_combination` is given a combination of known equations and checks that it yields the goal, which is the addition and subtraction just described. `mul_left_cancel₀` cancels a nonzero factor, and there the hypotheses enter.

```lean
/-- The t1u level: if `b ≠ c` and `c + 2b ≠ 0`, the solutions at energy `a - c` are exactly the
vectors that change sign under inversion. -/
theorem t1u_iff (a b c : ℝ) (hbc : b ≠ c) (hcb : c + 2 * b ≠ 0) (v : Site → ℝ) :
    hamiltonian a b c *ᵥ v = (a - c) • v ↔ ∀ i, v i.swap = -v i := by
  rw [eigen_iff]
  have hsum := total_amplitude v
  constructor
  · intro e
    have p0 := e (.inl 0)
    have p1 := e (.inl 1)
    have p2 := e (.inl 2)
    have m0 := e (.inr 0)
    have m1 := e (.inr 1)
    have m2 := e (.inr 2)
    simp only [Sum.swap_inl, Sum.swap_inr] at p0 p1 p2 m0 m1 m2
    -- adding the six equations leaves a multiple of the total amplitude
    have hS' : (c + 2 * b) * ∑ j, v j = 0 := by
      linear_combination (p0 + p1 + p2 + m0 + m1 + m2) / 2 + (c - b) * hsum
    have hS := (mul_eq_zero.mp hS').resolve_left hcb
    intro i
    exact mul_left_cancel₀ (sub_ne_zero.mpr hbc) (by linear_combination -(e i) + b * hS)
  · intro h i
    have h0 := h (.inl 0)
    have h1 := h (.inl 1)
    have h2 := h (.inl 2)
    simp only [Sum.swap_inl] at h0 h1 h2
    have hS : ∑ j, v j = 0 := by linear_combination hsum + h0 + h1 + h2
    linear_combination (c - b) * h i + b * hS
```

At $E=a-c$ the site equation becomes

$$(c-b)(v_i+v_{\bar i})+bS=0 .$$

Summing over the six sites gives $2(c-b)S+6bS=2(c+2b)S=0$, so $S=0$ when $c+2b\neq0$. Then $(c-b)(v_i+v_{\bar i})=0$, and $b\neq c$ gives $v_{\bar i}=-v_i$. In the other direction, an odd vector has $S=0$ and satisfies the equation. A normalised basis is $(\varphi_k-\varphi_{\bar k})/\sqrt2$ for $k=0,1,2$, one orbital along each axis.

The names `p0` to `m2` are the six site equations at the positive and negative ends, and `hS'` is half their sum.

The condition $b\neq c$ is needed. Take $a=0$ and $b=c=-1$, so that $c+2b=-3\neq0$ still holds. Put amplitude $1$ on the positive end of axis 0, $-1$ on the positive end of axis 1, and zero elsewhere. Here $S=0$ and $Hv=v$, which is the right energy since $a-c=1$, yet the vector is not odd under inversion. At these parameters the $t_{1u}$ and $e_g$ levels coincide, and their orbitals can mix.

Even when the $t_{1u}$ level is separate from the other two, its three orbitals can be combined with one another. A numerical diagonaliser returns some orthonormal basis of the level, not necessarily the one along the axes. In that case a sound test of a computed $t_{1u}$ orbital is whether it is odd, not whether it matches a particular vector.

```lean
/-- The eg level: if `b ≠ 0` and `b ≠ c`, the solutions at energy `a - 2b + c` are exactly the
vectors that are unchanged by inversion and have zero total amplitude. -/
theorem eg_iff (a b c : ℝ) (hb : b ≠ 0) (hbc : b ≠ c) (v : Site → ℝ) :
    hamiltonian a b c *ᵥ v = (a - 2 * b + c) • v ↔
      (∀ i, v i.swap = v i) ∧ ∑ j, v j = 0 := by
  rw [eigen_iff]
  constructor
  · intro e
    have sw : ∀ i, v i.swap = v i := by
      intro i
      have e' := e i.swap
      rw [Sum.swap_swap] at e'
      exact mul_left_cancel₀ (sub_ne_zero.mpr hbc) (by linear_combination (e' - e i) / 2)
    have hS : b * ∑ j, v j = 0 := by
      linear_combination e (.inl 0) - (c - b) * sw (.inl 0)
    exact ⟨sw, (mul_eq_zero.mp hS).resolve_left hb⟩
  · intro h i
    linear_combination (c - b) * h.1 i + b * h.2
```

At $E=a-2b+c$ the site equation is

$$(b-c)(v_i-v_{\bar i})+bS=0 .$$

At the opposite site the first term changes sign. Subtracting the two equations gives $2(b-c)(v_i-v_{\bar i})=0$, so $v_{\bar i}=v_i$ when $b\neq c$. Then $bS=0$, and $b\neq0$ gives $S=0$. Conversely, both terms vanish for an even vector with zero total amplitude. In Lean, `sw` is the equality of opposite amplitudes and `hS` is the equation $bS=0$.

A normalised pair of such orbitals has amplitudes $(2,-1,-1)/\sqrt{12}$ and $(0,1,-1)/2$ on axes $0,1,2$, with the same value at both ends of each axis.

The hypotheses of the three theorems say that the level in question is separate from the other two, because the energy differences are

$$E_{a_{1g}}-E_{t_{1u}}=2(c+2b),\qquad E_{a_{1g}}-E_{e_g}=6b,\qquad E_{t_{1u}}-E_{e_g}=2(b-c).$$

The symmetry labels are names for these amplitude patterns; the file uses inversion and the total amplitude, and does not construct the representations of the octahedral group.

## When the levels rise in the order $a_{1g}$, $t_{1u}$, $e_g$

```lean
/-- The energies increase strictly in the order a1g, t1u, eg exactly when `b < c < -2b`. -/
theorem level_order_iff (a b c : ℝ) :
    (a + 4 * b + c < a - c ∧ a - c < a - 2 * b + c) ↔ (b < c ∧ c < -2 * b) := by
  constructor
  · rintro ⟨h1, h2⟩
    constructor <;> linarith
  · rintro ⟨h1, h2⟩
    constructor <;> linarith

end

end OctahedralRadialOrbitals
```

The first inequality, $a+4b+c<a-c$, rearranges to $c<-2b$. The second, $a-c<a-2b+c$, rearranges to $b<c$. The tactic `linarith` does this rearrangement in both directions.

Together the two conditions force $b<0$, the sign for which in-phase neighbours lower the energy. The opposite coupling must then lie between $-|b|$ and $2|b|$. With $c=0$ the levels are $a-4|b|$, $a$ and $a+2|b|$: one bonding orbital, three nonbonding and two antibonding.

When $b<0$ and $|c|$ is small compared with $|b|$, this non-interacting model of the radial orbitals has one strongly bonding orbital, the $a_{1g}$ orbital of the skeletal count for an octahedral cluster. The level order alone does not ensure this: as $c$ approaches $-2b$, the $t_{1u}$ level comes down to meet $a_{1g}$. Wade's count of seven skeletal pairs for $\mathrm{B_6H_6^{2-}}$ also needs the tangential orbitals, which provide the $t_{2g}$ set and mix with the radial $t_{1u}$ set.

```lean
#print axioms OctahedralRadialOrbitals.hamiltonian_charpoly
-- 'OctahedralRadialOrbitals.hamiltonian_charpoly' depends on axioms: [propext, Classical.choice, Quot.sound]
#print axioms OctahedralRadialOrbitals.t1u_iff
-- 'OctahedralRadialOrbitals.t1u_iff' depends on axioms: [propext, Classical.choice, Quot.sound]
#print axioms OctahedralRadialOrbitals.eg_iff
-- 'OctahedralRadialOrbitals.eg_iff' depends on axioms: [propext, Classical.choice, Quot.sound]
#print axioms OctahedralRadialOrbitals.level_order_iff
-- 'OctahedralRadialOrbitals.level_order_iff' depends on axioms: [propext, Classical.choice, Quot.sound]
```
